# A mirror-symmetric periodic potential in one dimension has a real symmetric plane-wave Hamiltonian, up to a diagonal phase change

When I shift the origin of my one-dimensional cell away from the atom, my plane-wave Hamiltonian, which used to be real, fills up with complex entries. I now need a complex Hermitian eigensolver, and I can no longer tell from the matrix whether the potential is still symmetric or whether I broke it with a bug. The potential should still be its own mirror image, only about $x=a$ instead of $x=0$. Is that symmetry visible in the Fourier coefficients, and can I get a real matrix back without moving the atom?

## The phases $e^{2\pi i n a/L}$ undo the shift

Yes to both, for a continuous potential. Let $V$ be real, continuous and periodic with cell length $L>0$. Write $w_n(x)=e^{2\pi i n x/L}$ and
$$V_n=\frac1L\int_0^L V(x)\,w_{-n}(x)\,dx .$$
Since $V$ is real, $\overline{V_n}=V_{-n}$.

Let $W(x)=V(2a-x)$ be the mirror image of $V$ about $a$. Substituting $y=2a-x$ gives $w_{-n}(x)=w_{-n}(2a)\,w_n(y)$, so
$$W_n=w_{-n}(2a)\,\frac1L\int_{2a-L}^{2a}V(y)\,w_n(y)\,dy=w_{-n}(2a)\,V_{-n},$$
because a periodic integrand has the same integral over every cell.

If $V$ is symmetric about $a$, then $W=V$. Multiplying by $w_n(a)$ yields
$$w_n(a)V_n=w_{-n}(a)V_{-n}.$$
The phased coefficients are therefore even in $n$. The right side is also the complex conjugate of the left, so they are real.

Conversely, if every $w_n(a)V_n$ is real, it equals its conjugate $w_{-n}(a)V_{-n}$. Hence $V_n=w_{-n}(2a)V_{-n}=W_n$. The continuous function $V-W$ then has only zero Fourier coefficients. Its Fourier series is trivially summable, so it converges to the function, and $V=W$. This is your symmetry check, with one limit: a finite matrix contains only finitely many of the $V_n$. A single phased coefficient that is not real disproves symmetry about $a$, but real values for those in the matrix do not prove it.

For the Hamiltonian, take a Bloch wavenumber $k$, set $q_n=k+2\pi n/L$ and $\varphi_n(x)=e^{iq_nx}$, and let $c=\hbar^2/2m_e$, with $m_e$ the particle's mass. Then $-c\varphi_n''=cq_n^2\varphi_n$ and $\overline{\varphi_m}\varphi_n=w_{-(m-n)}$. The integral of $w_j$ over a cell is $L$ for $j=0$, and otherwise $L(e^{2\pi i j}-1)/(2\pi i j)=0$. So
$$H_{mn}=\frac1L\int_0^L\overline{\varphi_m}\,(-c\varphi_n''+V\varphi_n)\,dx=cq_n^2\,\delta_{mn}+V_{m-n}.$$
With $U=\mathrm{diag}(w_m(a))$,
$$(UHU^\dagger)_{mn}=cq_n^2\,\delta_{mn}+w_{m-n}(a)\,V_{m-n}.$$
This is real because the phased coefficients are real, and symmetric because they are even.

In a one-dimensional, single-particle band calculation with such a mirror-symmetric potential you can therefore use a real symmetric eigensolver at every $k$. If $v$ is a real eigenvector of $UHU^\dagger$, the original coefficients are $e^{-2\pi i m a/L}v_m$.

Without a mirror centre, diagonal phases may not be enough to make the matrix real. Take $V(x)=\cos(2\pi x/L)+\sin(4\pi x/L)$ and the indices $0,1,2$. Then $V_{\pm1}=\tfrac12$ and $V_2=-\tfrac i2$, so $H_{01}H_{12}H_{20}=-\tfrac i8$. Conjugation by a diagonal unitary leaves this product unchanged, while a real matrix would make it real. No choice of phases helps here.

### What the Lean statements say

`V : C(ℝ, ℝ)` is a continuous real potential, which excludes square wells and Coulomb singularities. `Function.Periodic V L` is its periodicity. `wave L n` is $w_n$, and `coeff L V n` is $V_n$, with the factor $1/L$ and the minus sign in the exponent. `bloch` is $\varphi_n$ without normalisation; the normalised function is $\varphi_n/\sqrt L$, and the $1/L$ in `hamiltonian` accounts for this. The letter `c` is $\hbar^2/2m_e$, not the speed of light.

The index set `S` is any finite set of integers, with no need to be symmetric or consecutive. `symmetric_iff_phased_coeff_real` is the equivalence between mirror symmetry and real phased coefficients. `hamiltonian_conj_real_symmetric` says that, for a potential symmetric about $a$, `phaseMatrix L a S` is unitary and some real symmetric `R` equals $UHU^\dagger$ once its entries are read as complex numbers.

The coefficients are true integrals. If your program gets them from a sum over grid points and reflection about $a$ does not map the grid to itself, small imaginary parts may remain.

### How the lemmas divide the work

`coeff_conj` and `coeff_reflect` are the conjugation and reflection rules. In the latter, `intervalIntegral.integral_comp_sub_left` changes the variable and `intervalIntegral_add_eq` moves the cell back to $[0,L]$. `phased_coeff_real_even` combines the two rules.

For the converse, `eq_of_coeff_eq` turns $V-W$ into a function on the circle `AddCircle L` and applies Mathlib's theorem on summable Fourier series.

`hamiltonian_apply` differentiates the plane waves twice, then uses `integral_wave` for orthogonality, so the familiar matrix form is derived from the differential operator. The last theorem writes `R` down explicitly, using the real parts of the phased coefficients. Evenness proves `R.IsSymm`, and the vanishing imaginary parts show that nothing was lost by taking real parts. `linear_combination` does the remaining algebra with the phases, separately on and off the diagonal.

```lean
import Mathlib

open Matrix
open scoped ComplexConjugate Real

namespace PlaneWaveReflection

noncomputable section

/-- The lattice-periodic plane wave `exp(2πi n x / L)`, for a cell length `L ≠ 0`. -/
def wave (L : ℝ) (n : ℤ) (x : ℝ) : ℂ :=
  Complex.exp (2 * π * Complex.I * n * x / L)

/-- The Fourier coefficient `V_n` of a continuous real potential over the cell `[0, L]`,
for `L ≠ 0`. -/
def coeff (L : ℝ) (V : C(ℝ, ℝ)) (n : ℤ) : ℂ :=
  (1 / L) * ∫ x in (0 : ℝ)..L, (V x : ℂ) * wave L (-n) x

/-- The wavenumber `k + 2πn/L` of the `n`-th plane wave at Bloch wavenumber `k`,
for `L ≠ 0`. -/
def wavenumber (L k : ℝ) (n : ℤ) : ℝ := k + 2 * π * n / L

/-- The Bloch plane wave `exp(i (k + 2πn/L) x)`, for `L ≠ 0`. -/
def bloch (L k : ℝ) (n : ℤ) (x : ℝ) : ℂ :=
  Complex.exp (Complex.I * wavenumber L k n * x)

/-- The Schrödinger operator `ψ ↦ -c ψ'' + V ψ`, where `c` stands for `ħ²/2m`. -/
def schrodinger (c : ℝ) (V : C(ℝ, ℝ)) (ψ : ℝ → ℂ) (x : ℝ) : ℂ :=
  -c * deriv (deriv ψ) x + V x * ψ x

/-- The plane-wave Hamiltonian on a finite index set `S`: the cell-averaged matrix elements
of the Schrödinger operator between Bloch plane waves, for `L ≠ 0`. -/
def hamiltonian (L c k : ℝ) (V : C(ℝ, ℝ)) (S : Finset ℤ) : Matrix S S ℂ :=
  Matrix.of fun m n => (1 / L) * ∫ x in (0 : ℝ)..L,
    conj (bloch L k m x) * schrodinger c V (bloch L k n) x

/-- The diagonal matrix of phases `exp(2πi m a / L)`, for `L ≠ 0`. -/
def phaseMatrix (L a : ℝ) (S : Finset ℤ) : Matrix S S ℂ :=
  Matrix.diagonal fun m => wave L m a

/-- The product of two plane waves is the plane wave with the summed index. -/
theorem wave_mul (L : ℝ) (m n : ℤ) (x : ℝ) :
    wave L m x * wave L n x = wave L (m + n) x := by
  simp only [wave, ← Complex.exp_add]
  congr 1
  push_cast
  ring

/-- Complex conjugation reverses the index of a plane wave. -/
theorem wave_conj (L : ℝ) (n : ℤ) (x : ℝ) : conj (wave L n x) = wave L (-n) x := by
  simp only [wave, ← Complex.exp_conj, map_mul, map_div₀, Complex.conj_I,
    Complex.conj_ofReal, map_ofNat, map_intCast]
  congr 1
  push_cast
  ring

/-- Over one cell of length `L ≠ 0` a plane wave integrates to `L` if its index is zero,
and to zero otherwise. -/
theorem integral_wave {L : ℝ} (hL : L ≠ 0) (n : ℤ) :
    ∫ x in (0 : ℝ)..L, wave L n x = if n = 0 then (L : ℂ) else 0 := by
  split_ifs with h
  · simp [wave, h]
  · have hL' : (L : ℂ) ≠ 0 := by exact_mod_cast hL
    have hn : (n : ℂ) ≠ 0 := by exact_mod_cast h
    have hc : 2 * π * Complex.I * n / L ≠ (0 : ℂ) :=
      div_ne_zero (mul_ne_zero Complex.two_pi_I_ne_zero hn) hL'
    have hw : ∀ x : ℝ, wave L n x = Complex.exp (2 * π * Complex.I * n / L * x) := by
      intro x
      unfold wave
      congr 1
      ring
    have he : 2 * π * Complex.I * n / L * L = (n : ℂ) * (2 * π * Complex.I) := by
      rw [div_mul_cancel₀ _ hL']
      ring
    simp only [hw]
    rw [integral_exp_mul_complex hc, he, Complex.exp_int_mul_two_pi_mul_I]
    simp

/-- For a real potential and `L > 0`, conjugating `V_n` gives `V_{-n}`. -/
theorem coeff_conj {L : ℝ} (hL : 0 < L) (V : C(ℝ, ℝ)) (n : ℤ) :
    conj (coeff L V n) = coeff L V (-n) := by
  simp only [coeff, intervalIntegral.integral_of_le hL.le]
  rw [map_mul, ← integral_conj]
  simp only [map_mul, map_div₀, map_one, Complex.conj_ofReal, wave_conj]

/-- If `W` is the mirror image about `a` of an `L`-periodic potential `V`, with `L > 0`, then
`W_n = exp(-4πi n a / L) V_{-n}`. -/
theorem coeff_reflect {L a : ℝ} (hL : 0 < L) {V W : C(ℝ, ℝ)}
    (hV : Function.Periodic V L) (hW : ∀ x, W x = V (2 * a - x)) (n : ℤ) :
    coeff L W n = wave L (-n) (2 * a) * coeff L V (-n) := by
  have hL' : (L : ℂ) ≠ 0 := by exact_mod_cast hL.ne'
  obtain ⟨g, hg⟩ : ∃ g : ℝ → ℂ, ∀ y, g y = (V y : ℂ) * wave L n y := ⟨_, fun _ => rfl⟩
  have hper : Function.Periodic g L := by
    intro y
    have he : 2 * π * Complex.I * n * ((y + L : ℝ) : ℂ) / L
        = 2 * π * Complex.I * n * y / L + (n : ℂ) * (2 * π * Complex.I) := by
      push_cast
      field_simp
    rw [hg, hg, hV y]
    unfold wave
    rw [he, Complex.exp_add, Complex.exp_int_mul_two_pi_mul_I, mul_one]
  have h1 : ∀ x : ℝ, (W x : ℂ) * wave L (-n) x
      = wave L (-n) (2 * a) * g (2 * a - x) := by
    intro x
    have hw : wave L (-n) x = wave L (-n) (2 * a) * wave L n (2 * a - x) := by
      simp only [wave, ← Complex.exp_add]
      congr 1
      push_cast
      ring
    rw [hg, hW, hw]
    ring
  -- reflect the integration variable, then move the cell back to `[0, L]`
  have h2 := hper.intervalIntegral_add_eq (2 * a - L) 0
  rw [sub_add_cancel, zero_add] at h2
  simp only [coeff, h1, neg_neg, ← hg]
  rw [intervalIntegral.integral_const_mul, intervalIntegral.integral_comp_sub_left g (2 * a),
    sub_zero, h2]
  ring

/-- Two continuous `L`-periodic potentials, `L > 0`, with the same Fourier coefficients
are equal. -/
theorem eq_of_coeff_eq {L : ℝ} (hL : 0 < L) {V W : C(ℝ, ℝ)}
    (hV : Function.Periodic V L) (hW : Function.Periodic W L)
    (h : ∀ n, coeff L V n = coeff L W n) : V = W := by
  have : Fact (0 < L) := ⟨hL⟩
  have hL' : (1 / L : ℂ) ≠ 0 := one_div_ne_zero (by exact_mod_cast hL.ne')
  have hU : Function.Periodic (fun x : ℝ => (V x : ℂ) - W x) L := by
    intro x
    simp only [hV x, hW x]
  have hcont : Continuous (fun x : ℝ => (V x : ℂ) - W x) := by fun_prop
  -- the difference as a continuous function on the circle
  obtain ⟨f, hf⟩ : ∃ f : C(AddCircle L, ℂ), ∀ x : ℝ, f (x : AddCircle L) = V x - W x :=
    ⟨⟨hU.lift, continuous_coinduced_dom.mpr hcont⟩, fun _ => rfl⟩
  have hz : ∀ n, fourierCoeff f n = 0 := by
    intro n
    have e : ∀ x : ℝ, fourier (-n) (x : AddCircle L) • f (x : AddCircle L)
        = (V x : ℂ) * wave L (-n) x - (W x : ℂ) * wave L (-n) x := by
      intro x
      rw [fourier_coe_apply, smul_eq_mul, hf]
      unfold wave
      ring
    have hw : Continuous (wave L (-n)) := by
      unfold wave
      fun_prop
    have hn := mul_left_cancel₀ hL' (h n)
    rw [fourierCoeff_eq_intervalIntegral _ n 0, zero_add]
    simp only [e]
    rw [intervalIntegral.integral_sub
      (Continuous.intervalIntegrable (by fun_prop) _ _)
      (Continuous.intervalIntegrable (by fun_prop) _ _), hn, sub_self, smul_zero]
  have hsum : Summable (fourierCoeff f) := by
    rw [show fourierCoeff f = fun _ => 0 from funext hz]
    exact summable_zero
  have hs := hasSum_fourier_series_of_summable hsum
  simp only [hz, zero_smul] at hs
  have f0 : f = 0 := hs.unique hasSum_zero
  ext x
  have hx := hf x
  rw [f0, ContinuousMap.zero_apply] at hx
  exact_mod_cast sub_eq_zero.mp hx.symm

/-- If an `L`-periodic real potential, `L > 0`, is mirror symmetric about `a`, then
`exp(2πi n a / L) V_n` is real and even in `n`. -/
theorem phased_coeff_real_even {L a : ℝ} (hL : 0 < L) {V : C(ℝ, ℝ)}
    (hV : Function.Periodic V L) (hs : ∀ x, V (a + x) = V (a - x)) (n : ℤ) :
    (wave L n a * coeff L V n).im = 0 ∧
      wave L (-n) a * coeff L V (-n) = wave L n a * coeff L V n := by
  have hr := coeff_reflect (a := a) (W := V) hL hV (fun x => by
    have h := hs (x - a)
    rwa [show a + (x - a) = x by ring, show a - (x - a) = 2 * a - x by ring] at h) n
  have hp : wave L n a * wave L (-n) (2 * a) = wave L (-n) a := by
    simp only [wave, ← Complex.exp_add]
    congr 1
    push_cast
    ring
  have he : wave L (-n) a * coeff L V (-n) = wave L n a * coeff L V n := by
    rw [hr, ← mul_assoc, hp]
  refine ⟨Complex.conj_eq_iff_im.mp ?_, he⟩
  rw [map_mul, wave_conj, coeff_conj hL, he]

/-- An `L`-periodic continuous real potential, `L > 0`, is mirror symmetric about `a` exactly
when `exp(2πi n a / L) V_n` is real for every `n`. -/
theorem symmetric_iff_phased_coeff_real {L a : ℝ} (hL : 0 < L) {V : C(ℝ, ℝ)}
    (hV : Function.Periodic V L) :
    (∀ x, V (a + x) = V (a - x)) ↔ ∀ n, (wave L n a * coeff L V n).im = 0 := by
  refine ⟨fun hs n => (phased_coeff_real_even hL hV hs n).1, fun h => ?_⟩
  -- compare `V` with its mirror image
  obtain ⟨W, hW⟩ : ∃ W : C(ℝ, ℝ), ∀ x, W x = V (2 * a - x) :=
    ⟨⟨fun x => V (2 * a - x), by fun_prop⟩, fun _ => rfl⟩
  have hWp : Function.Periodic W L := by
    intro x
    rw [hW, hW, ← sub_sub, hV.sub_eq]
  have hVW : V = W := eq_of_coeff_eq hL hV hWp fun n => by
    have e := Complex.conj_eq_iff_im.mpr (h n)
    rw [map_mul, wave_conj, coeff_conj hL] at e
    have h1 : wave L (-n) a * wave L n a = 1 := by
      rw [wave_mul, neg_add_cancel]
      simp [wave]
    have h2 : wave L (-n) a * wave L (-n) a = wave L (-n) (2 * a) := by
      simp only [wave, ← Complex.exp_add]
      congr 1
      push_cast
      ring
    rw [coeff_reflect hL hV hW]
    linear_combination (-wave L (-n) a) * e - coeff L V n * h1 + coeff L V (-n) * h2
  intro x
  have hx := hW (a + x)
  rwa [← hVW, show 2 * a - (a + x) = a - x by ring] at hx

/-- For `L > 0` the plane-wave Hamiltonian has the kinetic energies `c (k + 2πn/L)²` on its
diagonal, plus the Fourier coefficient `V_{m-n}` in every entry. -/
theorem hamiltonian_apply {L : ℝ} (hL : 0 < L) (c k : ℝ) (V : C(ℝ, ℝ))
    (S : Finset ℤ) (m n : S) :
    hamiltonian L c k V S m n =
      (if m = n then (c : ℂ) * (wavenumber L k n : ℂ) ^ 2 else 0) + coeff L V (m - n) := by
  have hL' : (L : ℂ) ≠ 0 := by exact_mod_cast hL.ne'
  have hd : ∀ x : ℝ, HasDerivAt (bloch L k n)
      (Complex.I * wavenumber L k n * bloch L k n x) x := by
    intro x
    have h := ((hasDerivAt_id (x : ℂ)).const_mul
      (Complex.I * (wavenumber L k n : ℂ))).cexp.comp_ofReal
    exact h.congr_deriv (by simp only [bloch, id_eq, mul_one]; ring)
  -- plane waves are eigenfunctions of the second derivative
  have hd2 : ∀ x : ℝ, deriv (deriv (bloch L k n)) x
      = -(wavenumber L k n : ℂ) ^ 2 * bloch L k n x := by
    intro x
    rw [show deriv (bloch L k n) = fun y => Complex.I * wavenumber L k n * bloch L k n y
      from funext fun y => (hd y).deriv, ((hd x).const_mul _).deriv]
    linear_combination (wavenumber L k n : ℂ) ^ 2 * bloch L k n x * Complex.I_sq
  have ho : ∀ x : ℝ, conj (bloch L k m x) * bloch L k n x
      = wave L (-((m : ℤ) - n)) x := by
    intro x
    simp only [bloch, wave, ← Complex.exp_conj, map_mul, Complex.conj_I,
      Complex.conj_ofReal, ← Complex.exp_add]
    congr 1
    unfold wavenumber
    push_cast
    ring
  have hi : ∀ x : ℝ, conj (bloch L k m x) * schrodinger c V (bloch L k n) x
      = (c : ℂ) * (wavenumber L k n : ℂ) ^ 2 * wave L (-((m : ℤ) - n)) x
        + (V x : ℂ) * wave L (-((m : ℤ) - n)) x := by
    intro x
    unfold schrodinger
    rw [hd2]
    linear_combination ((c : ℂ) * (wavenumber L k n : ℂ) ^ 2 + V x) * ho x
  have hw : Continuous (wave L (-((m : ℤ) - n))) := by
    unfold wave
    fun_prop
  simp only [hamiltonian, Matrix.of_apply, hi]
  rw [intervalIntegral.integral_add
    (Continuous.intervalIntegrable (by fun_prop) _ _)
    (Continuous.intervalIntegrable (by fun_prop) _ _),
    intervalIntegral.integral_const_mul, integral_wave hL.ne', mul_add]
  unfold coeff
  congr 1
  by_cases h : m = n
  · have h0 : -((m : ℤ) - n) = 0 := by rw [h]; ring
    rw [if_pos h0, if_pos h, mul_comm _ (L : ℂ), ← mul_assoc, one_div_mul_cancel hL', one_mul]
  · have h0 : -((m : ℤ) - n) ≠ 0 := fun h' => h (Subtype.ext (by omega))
    rw [if_neg h0, if_neg h, mul_zero, mul_zero]

/-- If an `L`-periodic continuous real potential, `L > 0`, is mirror symmetric about `a`, the
diagonal phase matrix is unitary and conjugates the plane-wave Hamiltonian on any finite
index set, at any Bloch wavenumber, to a real symmetric matrix. -/
theorem hamiltonian_conj_real_symmetric {L a : ℝ} (hL : 0 < L) (c k : ℝ) {V : C(ℝ, ℝ)}
    (hV : Function.Periodic V L) (hs : ∀ x, V (a + x) = V (a - x)) (S : Finset ℤ) :
    phaseMatrix L a S ∈ Matrix.unitaryGroup S ℂ ∧
      ∃ R : Matrix S S ℝ, R.IsSymm ∧
        phaseMatrix L a S * hamiltonian L c k V S * (phaseMatrix L a S)ᴴ
          = R.map Complex.ofReal := by
  have hone : ∀ n : ℤ, wave L n a * wave L (-n) a = 1 := by
    intro n
    rw [wave_mul, add_neg_cancel]
    simp [wave]
  have hstar : (phaseMatrix L a S)ᴴ = Matrix.diagonal fun n : S => wave L (-(n : ℤ)) a := by
    unfold phaseMatrix
    rw [Matrix.diagonal_conjTranspose]
    congr 1
    funext n
    exact wave_conj L n a
  constructor
  · rw [Matrix.mem_unitaryGroup_iff, Matrix.star_eq_conjTranspose, hstar]
    unfold phaseMatrix
    rw [Matrix.diagonal_mul_diagonal]
    simp only [hone, Matrix.diagonal_one]
  · refine ⟨Matrix.of fun m n : S => (if m = n then c * wavenumber L k n ^ 2 else 0)
      + (wave L ((m : ℤ) - n) a * coeff L V ((m : ℤ) - n)).re, ?_, ?_⟩
    · -- evenness of the phased coefficients gives symmetry
      ext m n
      have he := (phased_coeff_real_even hL hV hs ((m : ℤ) - n)).2
      rw [neg_sub] at he
      simp only [Matrix.transpose_apply, Matrix.of_apply, he]
      by_cases h : m = n
      · rw [h]
      · rw [if_neg h, if_neg (Ne.symm h)]
    · -- their reality gives real entries
      ext m n
      have him := (phased_coeff_real_even hL hV hs ((m : ℤ) - n)).1
      have hre : ((wave L ((m : ℤ) - n) a * coeff L V ((m : ℤ) - n)).re : ℂ)
          = wave L ((m : ℤ) - n) a * coeff L V ((m : ℤ) - n) :=
        Complex.ext (Complex.ofReal_re _) ((Complex.ofReal_im _).trans him.symm)
      have hm : wave L m a * wave L (-(n : ℤ)) a = wave L ((m : ℤ) - n) a := by
        rw [wave_mul, sub_eq_add_neg]
      rw [hstar, Matrix.mul_diagonal, phaseMatrix, Matrix.diagonal_mul, hamiltonian_apply hL]
      simp only [Matrix.map_apply, Matrix.of_apply, Complex.ofReal_add, hre]
      by_cases h : m = n
      · have h1 : wave L m a * wave L (-(n : ℤ)) a = 1 := by rw [h]; exact hone n
        rw [if_pos h, if_pos h, Complex.ofReal_mul, Complex.ofReal_pow]
        linear_combination coeff L V ((m : ℤ) - n) * hm
          + (c : ℂ) * (wavenumber L k n : ℂ) ^ 2 * h1
      · rw [if_neg h, if_neg h, Complex.ofReal_zero]
        linear_combination coeff L V ((m : ℤ) - n) * hm

end

end PlaneWaveReflection
```

```lean
#print axioms PlaneWaveReflection.symmetric_iff_phased_coeff_real
#print axioms PlaneWaveReflection.hamiltonian_conj_real_symmetric
```

```
'PlaneWaveReflection.symmetric_iff_phased_coeff_real' depends on axioms: [propext, Classical.choice, Quot.sound]
'PlaneWaveReflection.hamiltonian_conj_real_symmetric' depends on axioms: [propext, Classical.choice, Quot.sound]
```
